# Ehrenfest's theorem for polynomial potentials, with the exact variance correction to the force up to cubic degree

**Q:** A quantum particle moves on a line in a potential, and we ask whether its mean momentum responds to the classical force at its mean position. To state this you first have to choose what position and momentum are. You made them elements of an abstract algebra, not operators on wave functions. Is the physics still there?

**A:** The part that the derivation uses is. Position \(Q\) and momentum \(P\) belong to a complex algebra, called `A` in the code, and satisfy \(QP-PQ=i\hbar\). Products, sums and complex multiples are all we need. The multiplication need not commute.

```lean
import Mathlib

open Polynomial

namespace EhrenfestTheorem

noncomputable section

variable {A : Type*} [Ring A] [Algebra ℂ A]
```

The potential \(V\) is a polynomial with complex coefficients, so real potentials are included. In Lean `aeval Q V` is the operator \(V(Q)\), while `V.eval q` is the number \(V(q)\). The Hamiltonian is \(H=P^2/(2m)+V(Q)\), with real mass \(m\).

```lean
/-- The Hamiltonian `P²/(2m) + V(Q)` of a particle of mass `m ≠ 0` in a polynomial potential. -/
def hamiltonian (m : ℝ) (V : ℂ[X]) (Q P : A) : A :=
  (1 / (2 * (m : ℂ))) • P ^ 2 + aeval Q V
```

**Q:** And the dynamics?

**A:** An observable \(B\) without explicit time dependence has the Heisenberg rate of change \((i/\hbar)[H,B]\).

```lean
/-- The Heisenberg rate of change `(i/ħ)[H, B]` of an observable `B`, for `ħ ≠ 0`. -/
def heisenbergRate (hbar : ℝ) (H B : A) : A :=
  (Complex.I / (hbar : ℂ)) • (H * B - B * H)
```

An expectation value, usually written \(\langle B\rangle\), is here \(w(B)\), with \(w\) a linear functional on the algebra. A time-dependent state is a family \(w_t\), written `w t`. It evolves under \(H\) at time \(t\) if
\[
\frac{d}{dt}w_t(B)=w_t\!\left(\tfrac{i}{\hbar}[H,B]\right)\quad\text{for every } B .
\]

```lean
/-- At time `t` the expectation value of every observable `B` changes at the rate
`⟨(i/ħ)[H, B]⟩`, for `ħ ≠ 0`. -/
def EvolvesAt (hbar : ℝ) (H : A) (w : ℝ → A →ₗ[ℂ] ℂ) (t : ℝ) : Prop :=
  ∀ B : A, HasDerivAt (fun s => w s B) (w t (heisenbergRate hbar H B)) t
```

**Q:** So you assume the equation of motion. For a wave function I would derive it from Schrödinger's equation.

**A:** Yes, and that is the step left to you in a real setting: showing that \(\langle\psi_t,B\psi_t\rangle\) satisfies `EvolvesAt`. Since \(Q\) and \(P\) are unbounded, this requires a domain on which all the products make sense and which the evolution preserves. For a real, truly cubic potential on the whole line no such dense domain exists: the potential is unbounded below, a classical particle can reach infinity in finite time, and the quantum evolution needs an extra condition at infinity. The cubic equation of motion below is then a formal identity. It can serve as an approximation while the packet stays in a region where a cubic fits the actual potential.

**Q:** Granted. Show me where the force comes from.

**A:** From \([V(Q),P]=i\hbar V'(Q)\). For a constant both sides vanish, and both sides are additive in \(V\). If the formula holds for a polynomial \(p\), the product rule gives it for \(p(x)\,x\):
\[
[p(Q)Q,P]=[p(Q),P]\,Q+p(Q)[Q,P]=i\hbar\bigl(p'(Q)Q+p(Q)\bigr).
\]
The bracket on the right is the derivative of \(p(x)\,x\), evaluated at \(Q\). The Lean induction has these three cases. In the last one `noncomm_ring` checks the product rule, and `ih` and `h` supply the two commutators.

```lean
/-- If `[Q, P] = iħ`, then `[V(Q), P] = iħ V'(Q)` for every polynomial `V`. -/
theorem commutator_potential {hbar : ℝ} {Q P : A}
    (h : Q * P - P * Q = (Complex.I * (hbar : ℂ)) • (1 : A)) (V : ℂ[X]) :
    aeval Q V * P - P * aeval Q V
      = (Complex.I * (hbar : ℂ)) • aeval Q (derivative V) := by
  induction V using Polynomial.induction_on with
  | C a =>
    simp only [aeval_C, derivative_C, map_zero, smul_zero]
    rw [Algebra.commutes, sub_self]
  | add p q hp hq =>
    simp only [map_add, add_mul, mul_add, smul_add]
    rw [← hp, ← hq]
    abel
  | monomial n a ih =>
    -- one more factor of `Q`: the product rule for commutators
    rw [pow_succ, ← mul_assoc]
    generalize C a * X ^ n = p at ih ⊢
    simp only [map_mul, aeval_X, derivative_mul, derivative_X, mul_one, map_add]
    calc aeval Q p * Q * P - P * (aeval Q p * Q)
        = (aeval Q p * P - P * aeval Q p) * Q + aeval Q p * (Q * P - P * Q) := by
          noncomm_ring
      _ = _ := by rw [ih, h, smul_mul_assoc, mul_smul_comm, mul_one, smul_add]
```

**Q:** Now the velocity. Your statement has the mass on the left.

**A:** It says \(m\,(i/\hbar)[H,Q]=P\), which for \(m\neq0\) is the familiar \(P/m\) form. The potential commutes with \(Q\), and
\[
[P^2,Q]=P[P,Q]+[P,Q]P=-2i\hbar P .
\]
Hence \([H,Q]=-i\hbar P/m\), and multiplying by \(im/\hbar\) gives \(P\). In the proof `hV` is the commuting potential, `hK` the kinetic commutator, `hH` the reduction of \([H,Q]\) to it, and `hc` the statement that the collected prefactors equal one.

```lean
/-- Heisenberg equation for the position: if `[Q, P] = iħ` with `ħ` and `m` nonzero, then mass times
the rate of change of `Q` under the Hamiltonian `P²/(2m) + V(Q)` is `P`. -/
theorem heisenberg_position {hbar m : ℝ} (hh : hbar ≠ 0) (hm : m ≠ 0) {Q P : A}
    (h : Q * P - P * Q = (Complex.I * (hbar : ℂ)) • (1 : A)) (V : ℂ[X]) :
    (m : ℂ) • heisenbergRate hbar (hamiltonian m V Q P) Q = P := by
  have hh' : (hbar : ℂ) ≠ 0 := Complex.ofReal_ne_zero.mpr hh
  have hm' : (m : ℂ) ≠ 0 := Complex.ofReal_ne_zero.mpr hm
  -- the potential commutes with the position
  have hV : aeval Q V * Q = Q * aeval Q V := by
    have e : aeval Q (V * X) = aeval Q (X * V) := by rw [mul_comm]
    simpa only [map_mul, aeval_X] using e
  have hK : P ^ 2 * Q - Q * P ^ 2 = (-(2 * (Complex.I * (hbar : ℂ)))) • P := by
    calc P ^ 2 * Q - Q * P ^ 2
        = -(P * (Q * P - P * Q) + (Q * P - P * Q) * P) := by noncomm_ring
      _ = _ := by
          rw [h, mul_smul_comm, smul_mul_assoc, mul_one, one_mul]
          module
  have hH : hamiltonian m V Q P * Q - Q * hamiltonian m V Q P
      = (1 / (2 * (m : ℂ))) • (P ^ 2 * Q - Q * P ^ 2) := by
    unfold hamiltonian
    rw [add_mul, mul_add, smul_mul_assoc, mul_smul_comm, hV, smul_sub]
    abel
  have hc : (m : ℂ) * (Complex.I / hbar) * (1 / (2 * (m : ℂ)))
      * (-(2 * (Complex.I * (hbar : ℂ)))) = 1 := by
    have e : (m : ℂ) * (Complex.I / hbar) * (1 / (2 * (m : ℂ)))
        * (-(2 * (Complex.I * (hbar : ℂ)))) = -(Complex.I * Complex.I) := by
      field_simp
    rw [e, Complex.I_mul_I, neg_neg]
  unfold heisenbergRate
  rw [hH, hK]
  calc _ = ((m : ℂ) * (Complex.I / hbar) * (1 / (2 * (m : ℂ)))
      * (-(2 * (Complex.I * (hbar : ℂ))))) • P := by module
    _ = P := by rw [hc, one_smul]
```

For the momentum, \(P^2\) commutes with \(P\), so \([H,P]=[V(Q),P]=i\hbar V'(Q)\). Multiplying by \(i/\hbar\) gives \(-V'(Q)\). Here `hH` removes the kinetic energy and `hc` is \((i/\hbar)(i\hbar)=-1\).

```lean
/-- Heisenberg equation for the momentum: if `[Q, P] = iħ` with `ħ ≠ 0`, then the rate of change of
`P` under the Hamiltonian `P²/(2m) + V(Q)` is the force `-V'(Q)`. -/
theorem heisenberg_momentum {hbar : ℝ} (hh : hbar ≠ 0) (m : ℝ) {Q P : A}
    (h : Q * P - P * Q = (Complex.I * (hbar : ℂ)) • (1 : A)) (V : ℂ[X]) :
    heisenbergRate hbar (hamiltonian m V Q P) P = -aeval Q (derivative V) := by
  have hh' : (hbar : ℂ) ≠ 0 := Complex.ofReal_ne_zero.mpr hh
  -- the kinetic energy drops out
  have hH : hamiltonian m V Q P * P - P * hamiltonian m V Q P
      = aeval Q V * P - P * aeval Q V := by
    unfold hamiltonian
    rw [add_mul, mul_add, smul_mul_assoc, mul_smul_comm, ← pow_succ, ← pow_succ']
    abel
  have hc : Complex.I / (hbar : ℂ) * (Complex.I * (hbar : ℂ)) = -1 := by
    rw [← Complex.I_mul_I, ← mul_assoc, mul_right_comm, div_mul_cancel₀ _ hh']
  unfold heisenbergRate
  rw [hH, commutator_potential h, smul_smul, hc, neg_one_smul]
```

**Q:** Those are operator equations. Ehrenfest's theorem is about means.

**A:** Apply \(w_t\) to both and use the assumed evolution:
\[
m\frac{d}{dt}w_t(Q)=w_t(P),\qquad \frac{d}{dt}w_t(P)=-w_t\bigl(V'(Q)\bigr).
\]
This holds for a polynomial \(V\) of any degree. `HasDerivAt f v t` means that \(f\) has derivative \(v\) at \(t\). In the proof `congrArg (w t)` takes the expectation of each operator equation, and `congr_deriv` puts the result in as the derivative.

```lean
/-- Ehrenfest's theorem: if `[Q, P] = iħ` with `ħ` and `m` nonzero, and expectation values
evolve under `P²/(2m) + V(Q)`, then `m d⟨Q⟩/dt = ⟨P⟩` and `d⟨P⟩/dt = -⟨V'(Q)⟩`. -/
theorem ehrenfest {hbar m : ℝ} (hh : hbar ≠ 0) (hm : m ≠ 0) {Q P : A}
    (h : Q * P - P * Q = (Complex.I * (hbar : ℂ)) • (1 : A)) (V : ℂ[X])
    (w : ℝ → A →ₗ[ℂ] ℂ) (t : ℝ) (hw : EvolvesAt hbar (hamiltonian m V Q P) w t) :
    HasDerivAt (fun s => (m : ℂ) * w s Q) (w t P) t ∧
      HasDerivAt (fun s => w s P) (-(w t (aeval Q (derivative V)))) t := by
  constructor
  · have e := congrArg (w t) (heisenberg_position hh hm h V)
    rw [map_smul, smul_eq_mul] at e
    exact ((hw Q).const_mul (m : ℂ)).congr_deriv e
  · have e := congrArg (w t) (heisenberg_momentum hh m h V)
    rw [map_neg] at e
    exact (hw P).congr_deriv e
```

Normalisation is not needed yet. If \(w_t(1)\neq0\), dividing by it gives the usual means, since its own rate of change at \(t\) is zero.

**Q:** But the mean of the force need not be the force at the mean position.

**A:** The difference can be computed. Take a polynomial \(F\) of degree below \(N\) and any number \(q\). Since \(Q\) commutes with numbers, Taylor's formula holds for \(F(Q)\), and linearity gives
\[
w(F(Q))=\sum_{k=0}^{N-1}\frac{F^{(k)}(q)}{k!}\,w\bigl((Q-q)^k\bigr).
\]
The sum is finite, so there is no remainder. In Lean `hT` shifts the origin to \(q\). The library gives the Taylor coefficients as Hasse derivatives, and the last lines use the fact that \(k!\) times a Hasse derivative is the ordinary \(k\)-th derivative.

```lean
/-- The mean of a polynomial `F(Q)` of degree below `N` is the sum over `k < N` of
`F⁽ᵏ⁾(q)/k!` times the moment `⟨(Q - q)ᵏ⟩`, for any number `q`. -/
theorem mean_moment_expansion (w : A →ₗ[ℂ] ℂ) (Q : A) (q : ℂ) (F : ℂ[X]) (N : ℕ)
    (hN : F.natDegree < N) :
    w (aeval Q F) = ∑ k ∈ Finset.range N,
      (derivative^[k] F).eval q / (k.factorial : ℂ) * w ((Q - q • (1 : A)) ^ k) := by
  -- shift the origin to `q`
  have hT : aeval Q F = aeval (Q - q • (1 : A)) (taylor q F) := by
    rw [taylor_apply, aeval_comp]
    simp only [map_add, aeval_X, aeval_C, Algebra.algebraMap_eq_smul_one, sub_add_cancel]
  have hN' : (taylor q F).natDegree < N := by
    rw [natDegree_taylor]
    exact hN
  rw [hT, aeval_eq_sum_range' hN', map_sum]
  refine Finset.sum_congr rfl fun k _ => ?_
  rw [map_smul, smul_eq_mul, taylor_coeff]
  congr 1
  rw [eq_div_iff (Nat.cast_ne_zero.mpr k.factorial_ne_zero)]
  have h := congrArg (eval q) (congrFun (factorial_smul_hasseDeriv (R := ℂ) k) F)
  rw [LinearMap.smul_apply, nsmul_eq_mul, eval_mul, eval_natCast] at h
  linear_combination h
```

Now let \(V\) have degree at most three, so that \(F=V'\) has degree at most two, and choose \(q=w(Q)\) with \(w(1)=1\). Three terms remain:

- \(k=0\) gives \(V'(q)\), the classical derivative at the mean position.
- \(k=1\) gives \(V''(q)\,(w(Q)-q)=0\).
- \(k=2\) gives \(\tfrac12V'''(q)\,w((Q-q)^2)\), where \(w((Q-q)^2)=w(Q^2)-2q^2+q^2=w(Q^2)-w(Q)^2\).

Therefore
\[
w(V'(Q))=V'(w(Q))+\tfrac12V'''\,\bigl(w(Q^2)-w(Q)^2\bigr).
\]
The code writes \(V'''\) as `derivative^[3] V` and evaluates it at \(w(Q)\), although it is constant at this degree. The vanishing first moment is `e1`, and the variance is `e2`.

```lean
/-- For a potential of degree at most three and a normalised expectation,
`⟨V'(Q)⟩ = V'(⟨Q⟩) + (V'''/2)(⟨Q²⟩ - ⟨Q⟩²)`. -/
theorem mean_force_cubic (w : A →ₗ[ℂ] ℂ) (h1 : w 1 = 1) (Q : A) (V : ℂ[X])
    (hV : V.natDegree ≤ 3) :
    w (aeval Q (derivative V)) = (derivative V).eval (w Q)
      + (derivative^[3] V).eval (w Q) / 2 * (w (Q ^ 2) - (w Q) ^ 2) := by
  have hN : (derivative V).natDegree < 3 := by
    have := natDegree_derivative_le V
    omega
  -- the first central moment vanishes, the second is the variance
  have e1 : w ((Q - w Q • (1 : A)) ^ 1) = 0 := by
    rw [pow_one, map_sub, map_smul, h1, smul_eq_mul, mul_one, sub_self]
  have e2 : w ((Q - w Q • (1 : A)) ^ 2) = w (Q ^ 2) - (w Q) ^ 2 := by
    have e : (Q - w Q • (1 : A)) ^ 2
        = Q ^ 2 - (2 * w Q) • Q + ((w Q) ^ 2) • (1 : A) := by
      simp only [sq, sub_mul, mul_sub, smul_mul_assoc, mul_smul_comm, one_mul, mul_one]
      module
    rw [e, map_add, map_sub, map_smul, map_smul, h1]
    simp only [smul_eq_mul]
    ring
  have f2 : ((Nat.factorial 2 : ℕ) : ℂ) = 2 := by norm_num [Nat.factorial]
  have d0 : derivative^[0] (derivative V) = derivative V := rfl
  have d3 : derivative^[3] V = derivative^[2] (derivative V) := rfl
  rw [mean_moment_expansion w Q (w Q) (derivative V) 3 hN, d3]
  simp only [Finset.sum_range_succ, Finset.sum_range_zero]
  rw [e1, e2, f2, d0, pow_zero, h1, Nat.factorial_zero, Nat.cast_one]
  ring
```

**Q:** You call it a variance, but I see no positivity assumption on \(w\).

**A:** There is none. The identity is algebraic, and for a general \(w\) that quantity may even be complex. For a physical state it is the position variance.

**Q:** Then when is the mean force exactly classical?

**A:** Within this degree bound, when the correction vanishes, and a product of two numbers vanishes only if one of them does: either \(V'''=0\) or \(w(Q^2)=w(Q)^2\). The proof cancels the classical term and splits the product in the same way.

```lean
/-- For a potential of degree at most three and a normalised expectation, the mean force is
the classical force at `⟨Q⟩` exactly when `V'''` vanishes there or `⟨Q²⟩ = ⟨Q⟩²`. -/
theorem classical_force_iff (w : A →ₗ[ℂ] ℂ) (h1 : w 1 = 1) (Q : A) (V : ℂ[X])
    (hV : V.natDegree ≤ 3) :
    w (aeval Q (derivative V)) = (derivative V).eval (w Q) ↔
      (derivative^[3] V).eval (w Q) = 0 ∨ w (Q ^ 2) = (w Q) ^ 2 := by
  rw [mean_force_cubic w h1 Q V hV, add_eq_left, mul_eq_zero, div_eq_zero_iff, sub_eq_zero]
  simp only [OfNat.ofNat_ne_zero, or_false]
```

For a normalised wave function with finite \(\langle P^2\rangle\), the uncertainty relation, which is textbook input here and not part of the code, keeps the variance positive. A truly cubic potential then always leaves a correction.

**Q:** Put that back into the dynamics.

**A:** Substituting the mean force into the momentum equation gives
\[
\frac{d}{dt}w_t(P)=-V'(w_t(Q))-\tfrac12V'''\,\bigl(w_t(Q^2)-w_t(Q)^2\bigr).
\]
Normalisation is required only at the time \(t\) in question. The proof combines `heisenberg_momentum` with `mean_force_cubic`.

```lean
/-- If `[Q, P] = iħ` with `ħ ≠ 0`, `V` has degree at most three, and normalised expectation
values evolve under `P²/(2m) + V(Q)`, then
`d⟨P⟩/dt = -V'(⟨Q⟩) - (V'''/2)(⟨Q²⟩ - ⟨Q⟩²)`. -/
theorem ehrenfest_cubic {hbar : ℝ} (hh : hbar ≠ 0) (m : ℝ) {Q P : A}
    (h : Q * P - P * Q = (Complex.I * (hbar : ℂ)) • (1 : A)) (V : ℂ[X])
    (hV : V.natDegree ≤ 3) (w : ℝ → A →ₗ[ℂ] ℂ) (t : ℝ) (h1 : w t 1 = 1)
    (hw : EvolvesAt hbar (hamiltonian m V Q P) w t) :
    HasDerivAt (fun s => w s P) (-(derivative V).eval (w t Q)
      - (derivative^[3] V).eval (w t Q) / 2 * (w t (Q ^ 2) - (w t Q) ^ 2)) t := by
  refine (hw P).congr_deriv ?_
  rw [heisenberg_momentum hh m h V, map_neg, mean_force_cubic (w t) h1 Q V hV]
  ring
```

For one particle on a line and a potential of degree at most three, this is the term that a wave-packet simulation omits if it moves the packet's centre by the classical force alone. For a quadratic potential the term is absent, and the means obey Newton's equations. For a cubic one the width needs an equation of motion of its own, which the theorem leaves open.

**Q:** One last doubt. Does anything satisfy your commutation relation? Finite matrices cannot for \(\hbar\neq0\): the trace of a commutator is zero, and that of \(i\hbar\) times the identity is not.

**A:** Correct, so a truncated basis violates the hypothesis. Polynomials in \(x\) form an infinite-dimensional space on which it holds. Let \(Q\) multiply by \(x\) and let \(P=-i\hbar\,d/dx\). On any polynomial \(f\),
\[
(QP-PQ)f=-i\hbar\,xf'+i\hbar\,(xf)'=i\hbar f .
\]
The Lean proof applies both sides to \(f\) and uses the product rule. These polynomials are not normalisable wave functions. The example realises the commutation relation and supplies no evolving state.

```lean
/-- On polynomials in `x`, multiplication by `x` and `-iħ d/dx` satisfy `[Q, P] = iħ`. -/
theorem commutation_witness (hbar : ℝ) :
    (LinearMap.mulLeft ℂ (X : ℂ[X]) : Module.End ℂ ℂ[X])
        * ((-(Complex.I * (hbar : ℂ))) • (derivative : Module.End ℂ ℂ[X]))
      - ((-(Complex.I * (hbar : ℂ))) • (derivative : Module.End ℂ ℂ[X]))
        * (LinearMap.mulLeft ℂ (X : ℂ[X]) : Module.End ℂ ℂ[X])
      = (Complex.I * (hbar : ℂ)) • (1 : Module.End ℂ ℂ[X]) := by
  refine LinearMap.ext fun f => ?_
  change X * ((-(Complex.I * (hbar : ℂ))) • derivative f)
    - (-(Complex.I * (hbar : ℂ))) • derivative (X * f) = (Complex.I * (hbar : ℂ)) • f
  rw [derivative_mul, derivative_X, one_mul, mul_smul_comm]
  module

end

end EhrenfestTheorem
```

```lean
#print axioms EhrenfestTheorem.ehrenfest
-- 'EhrenfestTheorem.ehrenfest' depends on axioms: [propext, Classical.choice, Quot.sound]
#print axioms EhrenfestTheorem.classical_force_iff
-- 'EhrenfestTheorem.classical_force_iff' depends on axioms: [propext, Classical.choice, Quot.sound]
#print axioms EhrenfestTheorem.ehrenfest_cubic
-- 'EhrenfestTheorem.ehrenfest_cubic' depends on axioms: [propext, Classical.choice, Quot.sound]
```
